# GW plus G3W2 up to a cubic error in the coupling, for a ladder vertex with fixed finite matrices G and W

To add the lowest vertex correction to a GW self-energy, one contracts three propagators with two screened interactions and never solves for the vertex. The problems below bound what this leaves out of the self-energy with the full ladder vertex when the coupling is small, in a model where the propagator \(G\) and the screened interaction \(W\) are given \(n\times n\) complex matrices without time or frequency arguments.

## The ladder model

The indices label sites, or localized orbitals whose interaction is kept only in the density–density form \(W_{ij}\), and in Lean `n` is the finite type of these labels. No symmetry of \(G\) or \(W\) is assumed.

```lean
import Mathlib

open Matrix
open scoped Topology

namespace HedinVertex

noncomputable section

variable {n : Type*} [Fintype n]
```

Differentiating the GW self-energy with respect to \(G\) at fixed \(W\) leaves one interaction line. Closing two propagators with that line gives the linear map
\[
K(X)_{ij}=W_{ij}\,(GXG)_{ij}.
\]
The response of \(W\) to a change in \(G\) is neglected, so this is a ladder approximation to Hedin's vertex equation. The Dyson equation and the equation for the screening are not part of the model.

```lean
/-- The ladder kernel `X ↦ W ∘ (G X G)`, with the entrywise product: two propagators
closed by one screened interaction line. -/
def kernel (W G : Matrix n n ℂ) : Matrix n n ℂ →ₗ[ℂ] Matrix n n ℂ where
  toFun X := Matrix.of fun i j => W i j * (G * X * G) i j
  map_add' X Y := by
    ext i j
    simp only [Matrix.of_apply, Matrix.mul_add, Matrix.add_mul, Matrix.add_apply]
    ring
  map_smul' c X := by
    ext i j
    simp only [Matrix.of_apply, Matrix.mul_smul, Matrix.smul_mul, Matrix.smul_apply,
      smul_eq_mul, RingHom.id_apply]
    ring
```

Estimates use the size \(s(X)=\sum_{ij}|X_{ij}|\).

```lean
/-- The sum of the moduli of all entries of a matrix. -/
def size (X : Matrix n n ℂ) : ℝ := ∑ i, ∑ j, ‖X i j‖
```

If \(|W_{ij}|\le w\) and \(|G_{ij}|\le g\) for all entries, the strength of the kernel is \(q=n^2wg^2\).

```lean
/-- The strength `n² w g²` of the kernel, for entries of `W` and `G` bounded by `w` and `g`. -/
def strength (n : Type*) [Fintype n] (w g : ℝ) : ℝ := (Fintype.card n : ℝ) ^ 2 * w * g ^ 2
```

A complex number \(t\) multiplies each interaction line. The vertex matrix \(\Gamma_k\) belongs to a change of the total potential, external plus Hartree, at the label \(k\). The self-energy is
\[
\Sigma_{ij}=-t\sum_{kl}W_{ik}G_{il}(\Gamma_k)_{lj}.
\]
The value \(t=-i\) gives the usual prefactor in \(\Sigma=iGW\Gamma\), and the condition \(|t|q<1\) used below then reads \(q<1\).

```lean
/-- The self-energy `Σ_ij = -t ∑_kl W_ik G_il (Γ_k)_lj` built from the vertices `Γ_k`. -/
def selfEnergy (W G : Matrix n n ℂ) (t : ℂ) (Γ : n → Matrix n n ℂ) (i j : n) : ℂ :=
  -t * ∑ k, ∑ l, W i k * G i l * Γ k l j
```

The vertex solves \(\Gamma_k=E_{kk}-tK(\Gamma_k)\), where \(E_{kk}\), in Lean `Matrix.single k k 1`, has a single entry 1 at position \((k,k)\).

```lean
/-- The vertex equation `Γ_k = E_kk - t W ∘ (G Γ_k G)`. -/
def IsVertex [DecidableEq n] (W G : Matrix n n ℂ) (t : ℂ) (k : n) (Γ : Matrix n n ℂ) : Prop :=
  Γ = Matrix.single k k 1 - t • kernel W G Γ
```

## (a) Each entry is bounded by the size

**Task.** Show that \(|X_{ij}|\le s(X)\).

**Solution.** The modulus \(|X_{ij}|\) is one term of a sum of non-negative terms. Lean applies this first to the row \(i\), then to the sum over rows.

```lean
/-- Each entry of a matrix is bounded by its size. -/
theorem entry_le_size (X : Matrix n n ℂ) (i j : n) : ‖X i j‖ ≤ size X :=
  (Finset.single_le_sum (f := fun j => ‖X i j‖) (fun _ _ => norm_nonneg _)
    (Finset.mem_univ j)).trans
  (Finset.single_le_sum (f := fun i => ∑ j, ‖X i j‖)
    (fun _ _ => Finset.sum_nonneg fun _ _ => norm_nonneg _) (Finset.mem_univ i))
```

## (b) The kernel multiplies the size by at most q

**Task.** Show that \(s(K(X))\le q\,s(X)\).

**Solution.** Since \((GXG)_{ij}=\sum_{ab}G_{ia}X_{ab}G_{bj}\), the triangle inequality gives \(|(GXG)_{ij}|\le g^2s(X)\). Hence \(|K(X)_{ij}|\le wg^2s(X)\), which is `key` in the proof. Summing over the \(n^2\) entries gives the factor \(q\).

```lean
/-- One application of the ladder kernel increases the size at most by the factor
`strength n w g`. -/
theorem size_kernel_le {W G : Matrix n n ℂ} {w g : ℝ} (hW : ∀ i j, ‖W i j‖ ≤ w)
    (hG : ∀ i j, ‖G i j‖ ≤ g) (X : Matrix n n ℂ) :
    size (kernel W G X) ≤ strength n w g * size X := by
  have key : ∀ i j, ‖kernel W G X i j‖ ≤ w * g ^ 2 * size X := by
    intro i j
    have hw : 0 ≤ w := (norm_nonneg _).trans (hW i j)
    have hg : 0 ≤ g := (norm_nonneg _).trans (hG i j)
    have h : ‖(G * X * G) i j‖ ≤ g ^ 2 * size X := by
      have e : (G * X * G) i j = ∑ b, ∑ a, G i a * X a b * G b j := by
        simp only [Matrix.mul_apply, Finset.sum_mul]
      rw [e, Finset.sum_comm, size, Finset.mul_sum]
      refine (norm_sum_le _ _).trans (Finset.sum_le_sum fun a _ => ?_)
      rw [Finset.mul_sum]
      refine (norm_sum_le _ _).trans (Finset.sum_le_sum fun b _ => ?_)
      have h1 := hG i a
      have h2 := hG b j
      rw [norm_mul, norm_mul]
      calc ‖G i a‖ * ‖X a b‖ * ‖G b j‖ ≤ g * ‖X a b‖ * g := by gcongr
        _ = g ^ 2 * ‖X a b‖ := by ring
    change ‖W i j * (G * X * G) i j‖ ≤ _
    rw [norm_mul, mul_assoc w]
    exact mul_le_mul (hW i j) h (norm_nonneg _) hw
  calc size (kernel W G X) ≤ ∑ _i : n, ∑ _j : n, w * g ^ 2 * size X :=
        Finset.sum_le_sum fun i _ => Finset.sum_le_sum fun j _ => key i j
    _ = strength n w g * size X := by
        simp only [Finset.sum_const, Finset.card_univ, nsmul_eq_mul, strength]
        ring
```

## (c) A solution is controlled by its source

**Task.** Let \(|t|q<1\) and \(X=B-tK(X)\). Bound \(s(X)\) by \(s(B)\).

**Solution.** Take moduli entry by entry and sum, then use (b):
\[
s(X)\le s(B)+|t|\,s(K(X))\le s(B)+|t|q\,s(X).
\]
As \(1-|t|q>0\), it follows that \(s(X)\le s(B)/(1-|t|q)\). The two inequalities are `h1` and `h2`.

```lean
/-- For `|t| n² w g² < 1`, a solution of `X = B - t W ∘ (G X G)` has at most the size of its source
`B` divided by `1 - |t| n² w g²`. -/
theorem size_solution_le {W G : Matrix n n ℂ} {w g : ℝ} (hW : ∀ i j, ‖W i j‖ ≤ w)
    (hG : ∀ i j, ‖G i j‖ ≤ g) {t : ℂ} (ht : ‖t‖ * strength n w g < 1)
    {B X : Matrix n n ℂ} (h : X = B - t • kernel W G X) :
    size X ≤ size B / (1 - ‖t‖ * strength n w g) := by
  have h1 : size X ≤ size B + ‖t‖ * size (kernel W G X) := by
    simp only [size, Finset.mul_sum, ← Finset.sum_add_distrib]
    refine Finset.sum_le_sum fun i _ => Finset.sum_le_sum fun j _ => ?_
    have e : X i j = B i j - t * kernel W G X i j :=
      congrArg (fun M : Matrix n n ℂ => M i j) h
    calc ‖X i j‖ = ‖B i j - t * kernel W G X i j‖ := congrArg norm e
      _ ≤ ‖B i j‖ + ‖t * kernel W G X i j‖ := norm_sub_le _ _
      _ = _ := by rw [norm_mul]
  have h2 := mul_le_mul_of_nonneg_left (size_kernel_le hW hG X) (norm_nonneg t)
  rw [le_div_iff₀ (by linarith)]
  nlinarith
```

## (d) The vertex exists and is unique

**Task.** Show that for \(|t|q<1\) each vertex equation has exactly one solution.

**Solution.** The equation reads \(A\Gamma_k=E_{kk}\) with the linear map \(A=1+tK\). If \(AX=0\), then \(X=0-tK(X)\), and (c) with \(B=0\) gives \(s(X)\le0\). By (a) every entry of \(X\) vanishes, so \(A\) is injective. An injective linear map of a finite-dimensional space to itself is also surjective, which supplies the solution; injectivity makes it unique. Lean takes the same route through `hinj` and `LinearMap.injective_iff_surjective`.

```lean
variable [DecidableEq n]

/-- For `|t| n² w g² < 1` the vertex equation has exactly one solution. -/
theorem existsUnique_vertex {W G : Matrix n n ℂ} {w g : ℝ} (hW : ∀ i j, ‖W i j‖ ≤ w)
    (hG : ∀ i j, ‖G i j‖ ≤ g) {t : ℂ} (ht : ‖t‖ * strength n w g < 1) (k : n) :
    ∃! Γ, IsVertex W G t k Γ := by
  let A : Matrix n n ℂ →ₗ[ℂ] Matrix n n ℂ := LinearMap.id + t • kernel W G
  -- the homogeneous equation has only the zero solution
  have hinj : Function.Injective A := by
    refine (injective_iff_map_eq_zero A).2 fun X hX => ?_
    have hX' : X + t • kernel W G X = 0 := hX
    have hs := size_solution_le hW hG ht (eq_sub_of_add_eq hX')
    have h0 : size (0 : Matrix n n ℂ) = 0 := by simp [size]
    rw [h0, zero_div] at hs
    ext i j
    exact norm_le_zero_iff.1 ((entry_le_size X i j).trans hs)
  -- in finite dimension injectivity gives existence
  obtain ⟨X, hX⟩ := LinearMap.injective_iff_surjective.1 hinj (Matrix.single k k 1)
  have hX' : X + t • kernel W G X = Matrix.single k k 1 := hX
  refine ⟨X, eq_sub_of_add_eq hX', fun Y hY => hinj ?_⟩
  have hY' : Y + t • kernel W G Y = Matrix.single k k 1 := eq_sub_iff_add_eq.1 hY
  exact hY'.trans hX'.symm
```

## (e) The self-energy splits exactly into three terms

**Task.** Separate the first two orders in \(t\) from \(\Sigma\) without approximation, for any vertices that solve their equations.

**Solution.** Inserting the vertex equation into itself once gives
\[
\Gamma_k=E_{kk}-tK(E_{kk})+t^2K(K(\Gamma_k)).
\]
The middle term follows from \((GE_{kk}G)_{lj}=G_{lk}G_{kj}\), so that \(K(E_{kk})_{lj}=W_{lj}G_{lk}G_{kj}\). In the first term \((E_{kk})_{lj}\) is nonzero only for \(l=k=j\), which reduces the double sum to \(W_{ij}G_{ij}\). Therefore
\[
\begin{aligned}
\Sigma_{ij}={}&-tW_{ij}G_{ij}+t^2\sum_{kl}W_{ik}W_{lj}G_{il}G_{lk}G_{kj}\\
&-t^3\sum_{kl}W_{ik}G_{il}\,K(K(\Gamma_k))_{lj}.
\end{aligned}
\]
The first term is GW and the second is G3W2. The third still contains the full vertex. In the proof, `hE` evaluates \(K(E_{kk})\), `entry` is the expanded vertex equation, and `h0` collapses the first sum.

```lean
/-- Exact identity: the self-energy is the GW term, plus the G3W2 term, plus a term with
prefactor `t³` that contains the full vertex. -/
theorem selfEnergy_exact {W G : Matrix n n ℂ} {t : ℂ} {Γ : n → Matrix n n ℂ}
    (hΓ : ∀ k, IsVertex W G t k (Γ k)) (i j : n) :
    selfEnergy W G t Γ i j = -t * (W i j * G i j)
      + t ^ 2 * ∑ k, ∑ l, W i k * W l j * G i l * G l k * G k j
      - t ^ 3 * ∑ k, ∑ l, W i k * G i l * kernel W G (kernel W G (Γ k)) l j := by
  have hE : ∀ k l, kernel W G (Matrix.single k k 1) l j = W l j * (G l k * G k j) := by
    intro k l
    have h : ∀ b, (G * Matrix.single k k (1 : ℂ)) l b = if k = b then G l k else 0 := by
      intro b
      rw [Matrix.mul_apply, Finset.sum_eq_single k]
      · simp [Matrix.single_apply]
      · intro a _ ha
        simp [ha.symm]
      · simp
    change W l j * (G * Matrix.single k k (1 : ℂ) * G) l j = _
    rw [Matrix.mul_apply]
    simp only [h, ite_mul, zero_mul, Finset.sum_ite_eq, Finset.mem_univ, if_true]
  -- insert the vertex equation into itself
  have entry : ∀ k l, Γ k l j = Matrix.single k k (1 : ℂ) l j
      - t * (W l j * (G l k * G k j)) + t ^ 2 * kernel W G (kernel W G (Γ k)) l j := by
    intro k l
    have e1 : Γ k l j = Matrix.single k k (1 : ℂ) l j - t * kernel W G (Γ k) l j :=
      congrArg (fun M : Matrix n n ℂ => M l j) (hΓ k)
    have e2 : kernel W G (Γ k) = kernel W G (Matrix.single k k 1)
        - t • kernel W G (kernel W G (Γ k)) := by
      rw [← map_smul, ← map_sub]
      exact congrArg (kernel W G) (hΓ k)
    have e3 : kernel W G (Γ k) l j = kernel W G (Matrix.single k k 1) l j
        - t * kernel W G (kernel W G (Γ k)) l j :=
      congrArg (fun M : Matrix n n ℂ => M l j) e2
    rw [hE] at e3
    linear_combination e1 - t * e3
  have h0 : ∑ k, ∑ l, W i k * G i l * Matrix.single k k (1 : ℂ) l j = W i j * G i j := by
    have h : ∀ k l, W i k * G i l * Matrix.single k k (1 : ℂ) l j
        = if k = l then (if k = j then W i j * G i j else 0) else 0 := by
      intro k l
      rw [Matrix.single_apply]
      split_ifs <;> simp_all
    simp only [h, Finset.sum_ite_eq, Finset.sum_ite_eq', Finset.mem_univ, if_true]
  have hs : ∑ k, ∑ l, W i k * G i l * Γ k l j
      = ∑ k, ∑ l, W i k * G i l * Matrix.single k k (1 : ℂ) l j
        - t * ∑ k, ∑ l, W i k * W l j * G i l * G l k * G k j
        + t ^ 2 * ∑ k, ∑ l, W i k * G i l * kernel W G (kernel W G (Γ k)) l j := by
    simp only [Finset.mul_sum, ← Finset.sum_sub_distrib, ← Finset.sum_add_distrib]
    refine Finset.sum_congr rfl fun k _ => Finset.sum_congr rfl fun l _ => ?_
    linear_combination (W i k * G i l) * entry k l
  rw [selfEnergy, hs, h0]
  ring
```

## (f) The error has an explicit cubic bound

**Task.** For \(|t|q<1\), bound the difference between \(\Sigma_{ij}\) and GW plus G3W2.

**Solution.** Since \(s(E_{kk})=1\), part (c) gives \(s(\Gamma_k)\le1/(1-|t|q)\). Two uses of (b) give \(s(K(K(\Gamma_k)))\le q^2/(1-|t|q)\), which is `hY`. For each \(k\), the sum over \(l\) in the last term of (e) is at most \(wg\) times this size. With \(n\) values of \(k\), the error is at most
\[
|t|^3\,\frac{n\,w\,g\,q^2}{1-|t|q}.
\]

```lean
/-- Explicit bound, cubic in `t`, on the difference between the self-energy and
GW plus G3W2. -/
theorem selfEnergy_error_le {W G : Matrix n n ℂ} {w g : ℝ} (hW : ∀ i j, ‖W i j‖ ≤ w)
    (hG : ∀ i j, ‖G i j‖ ≤ g) {t : ℂ} (ht : ‖t‖ * strength n w g < 1)
    {Γ : n → Matrix n n ℂ} (hΓ : ∀ k, IsVertex W G t k (Γ k)) (i j : n) :
    ‖selfEnergy W G t Γ i j - (-t * (W i j * G i j)
      + t ^ 2 * ∑ k, ∑ l, W i k * W l j * G i l * G l k * G k j)‖
    ≤ ‖t‖ ^ 3 * (Fintype.card n * w * g * strength n w g ^ 2
      / (1 - ‖t‖ * strength n w g)) := by
  have hw : 0 ≤ w := (norm_nonneg _).trans (hW i j)
  have hg : 0 ≤ g := (norm_nonneg _).trans (hG i j)
  have hq : 0 ≤ strength n w g := by unfold strength; positivity
  have hone : ∀ k : n, size (Matrix.single k k (1 : ℂ)) = 1 := by
    intro k
    have h : ∀ a b, ‖Matrix.single k k (1 : ℂ) a b‖
        = (if k = a then (1 : ℝ) else 0) * (if k = b then 1 else 0) := by
      intro a b
      rw [Matrix.single_apply]
      split_ifs <;> simp_all
    simp only [size, h, ← Finset.mul_sum]
    simp
  -- two kernels acting on the full vertex
  have hY : ∀ k, size (kernel W G (kernel W G (Γ k)))
      ≤ strength n w g ^ 2 * (1 / (1 - ‖t‖ * strength n w g)) := by
    intro k
    have h1 := size_solution_le hW hG ht (hΓ k)
    rw [hone] at h1
    calc _ ≤ strength n w g * size (kernel W G (Γ k)) := size_kernel_le hW hG _
      _ ≤ strength n w g * (strength n w g * size (Γ k)) :=
          mul_le_mul_of_nonneg_left (size_kernel_le hW hG _) hq
      _ = strength n w g ^ 2 * size (Γ k) := by ring
      _ ≤ _ := mul_le_mul_of_nonneg_left h1 (sq_nonneg _)
  have hR : ‖∑ k, ∑ l, W i k * G i l * kernel W G (kernel W G (Γ k)) l j‖
      ≤ ∑ _k : n, w * g * (strength n w g ^ 2 * (1 / (1 - ‖t‖ * strength n w g))) := by
    refine (norm_sum_le _ _).trans (Finset.sum_le_sum fun k _ => ?_)
    refine le_trans ?_ (mul_le_mul_of_nonneg_left (hY k) (mul_nonneg hw hg))
    rw [size, Finset.mul_sum]
    refine (norm_sum_le _ _).trans (Finset.sum_le_sum fun l _ => ?_)
    rw [norm_mul, norm_mul]
    exact mul_le_mul (mul_le_mul (hW i k) (hG i l) (norm_nonneg _) hw)
      (Finset.single_le_sum (f := fun b => ‖kernel W G (kernel W G (Γ k)) l b‖)
        (fun _ _ => norm_nonneg _) (Finset.mem_univ j)) (norm_nonneg _) (mul_nonneg hw hg)
  rw [selfEnergy_exact hΓ i j, sub_sub_cancel_left, norm_neg, norm_mul, norm_pow]
  refine mul_le_mul_of_nonneg_left (hR.trans (le_of_eq ?_)) (by positivity)
  simp only [Finset.sum_const, Finset.card_univ, nsmul_eq_mul]
  ring
```

## (g) GW plus G3W2 is correct up to O(t³)

**Task.** Deduce unique solvability for all small \(t\) and an error \(O(t^3)\), with no bounds on the entries given in advance.

**Solution.** By (a) one may take \(w=s(W)\) and \(g=s(G)\). Near \(t=0\) we have \(|t|q<\tfrac12\), so (d) applies and the denominator in (f) exceeds \(\tfrac12\). The error is then at most \(2C|t|^3\) with \(C=n\,w\,g\,q^2\).

In Lean, `∀ᶠ t in 𝓝 (0 : ℂ)` means "for all \(t\) in some neighbourhood of 0". The second half of the theorem holds for any family \(\Gamma_k(t)\) that solves the equations there, with no continuity in \(t\) assumed.

In a code for this matrix model, the G3W2 term is a direct contraction over \(k\) and \(l\). To test it, solve the linear systems \((1+tK)\Gamma_k=E_{kk}\), build \(\Sigma\), and halve \(t\): for small \(t\) the discrepancy should fall by a factor of about eight, provided that the cubic coefficient is nonzero. A calculation with dynamical \(G\) and \(W\) has time or frequency integrals in addition.

```lean
/-- For all small `t` the vertex equations are uniquely solvable, and the self-energy built
from their solutions is GW plus G3W2 up to an error `O(t³)`. -/
theorem selfEnergy_eq_GW_add_G3W2 (W G : Matrix n n ℂ) :
    (∀ᶠ t in 𝓝 (0 : ℂ), ∀ k, ∃! Γ, IsVertex W G t k Γ) ∧
    ∀ Γ : ℂ → n → Matrix n n ℂ, (∀ᶠ t in 𝓝 (0 : ℂ), ∀ k, IsVertex W G t k (Γ t k)) →
      ∀ i j, (fun t => selfEnergy W G t (Γ t) i j - (-t * (W i j * G i j)
        + t ^ 2 * ∑ k, ∑ l, W i k * W l j * G i l * G l k * G k j))
        =O[𝓝 0] fun t => t ^ 3 := by
  have hc : Continuous fun t : ℂ => ‖t‖ * strength n (size W) (size G) := by fun_prop
  have ht : ∀ᶠ t in 𝓝 (0 : ℂ), ‖t‖ * strength n (size W) (size G) < 1 / 2 :=
    (isOpen_lt hc continuous_const).mem_nhds (by simp)
  refine ⟨?_, fun Γ hΓ i j => ?_⟩
  · filter_upwards [ht] with t h k
    exact existsUnique_vertex (entry_le_size W) (entry_le_size G) (by linarith) k
  · have hw : 0 ≤ size W := (norm_nonneg _).trans (entry_le_size W i j)
    have hg : 0 ≤ size G := (norm_nonneg _).trans (entry_le_size G i j)
    obtain ⟨C, hC⟩ : ∃ C : ℝ, C = Fintype.card n * size W * size G
      * strength n (size W) (size G) ^ 2 := ⟨_, rfl⟩
    have hC0 : 0 ≤ C := by rw [hC]; positivity
    refine Asymptotics.IsBigO.of_bound (2 * C) ?_
    filter_upwards [ht, hΓ] with t h1 h2
    have b := selfEnergy_error_le (entry_le_size W) (entry_le_size G) (by linarith) h2 i j
    rw [← hC] at b
    have h3 : C / (1 - ‖t‖ * strength n (size W) (size G)) ≤ 2 * C := by
      rw [div_le_iff₀ (by linarith)]
      nlinarith [mul_nonneg hC0 (sub_nonneg.2 h1.le)]
    rw [norm_pow, mul_comm (2 * C)]
    exact b.trans (mul_le_mul_of_nonneg_left h3 (by positivity))
```

## (h) At |t|q = 1 the vertex can fail to exist

**Task.** On one site, with numbers \(w\) and \(g\) as the entries of \(W\) and \(G\), find a case with \(|t|q=1\) and no vertex.

**Solution.** The vertex equation is \(\Gamma=1-twg^2\,\Gamma\). If \(twg^2=-1\), it becomes \(\Gamma=1+\Gamma\), which has no solution, while \(|t|q=|t||w||g|^2=1\). The strict inequality in (d) therefore cannot be weakened to \(|t|q\le1\).

For \(|t||w||g|^2<1\) the single site shows the whole expansion as a geometric series:
\[
\Sigma=\frac{-twg}{1+twg^2}=-twg+t^2w^2g^3-\dots
\]
For positive \(w,g\) and negative \(t\) with \(|t|wg^2<1\), the error equals the bound in (f).

```lean
/-- On a single site with `t w g² = -1` the quantity `|t| |w| |g|²` equals one and the vertex
equation has no solution. -/
theorem oneSite_no_vertex {t w g : ℂ} (h : t * w * g ^ 2 = -1) :
    ‖t‖ * strength Unit ‖w‖ ‖g‖ = 1 ∧
    ¬ ∃ Γ, IsVertex (Matrix.of fun _ _ : Unit => w) (Matrix.of fun _ _ => g) t () Γ := by
  constructor
  · have h1 : ‖t‖ * ‖w‖ * ‖g‖ ^ 2 = 1 := by
      rw [← norm_pow, ← norm_mul, ← norm_mul, h, norm_neg, norm_one]
    simp only [strength, Fintype.card_unit, Nat.cast_one]
    linarith
  · rintro ⟨Γ, hΓ⟩
    have e : Γ () () = 1 - t * (w * (g * Γ () () * g)) := by
      have h2 := congrArg (fun M : Matrix Unit Unit ℂ => M () ()) hΓ
      simpa [kernel, Matrix.mul_apply, Matrix.single_apply] using h2
    have h3 : (0 : ℂ) = 1 := by linear_combination e - Γ () () * h
    exact zero_ne_one h3

end

end HedinVertex
```

```lean
#print axioms HedinVertex.selfEnergy_error_le
-- 'HedinVertex.selfEnergy_error_le' depends on axioms: [propext, Classical.choice, Quot.sound]
#print axioms HedinVertex.selfEnergy_eq_GW_add_G3W2
-- 'HedinVertex.selfEnergy_eq_GW_add_G3W2' depends on axioms: [propext, Classical.choice, Quot.sound]
#print axioms HedinVertex.oneSite_no_vertex
-- 'HedinVertex.oneSite_no_vertex' depends on axioms: [propext, Classical.choice, Quot.sound]
```
